# The Keal–Tozer gradient term of a non-uniform spherical density does not obey exchange scaling

Exact exchange is homogeneous under uniform coordinate scaling: if $n$ is an electron density, $l>0$ a scale factor and $n_l(\mathbf r)=l^3 n(l\mathbf r)$, then $E_x[n_l]=l\,E_x[n]$. A gradient term treated as part of exchange may be assumed to share this law, and relations derived from the law are then no longer guaranteed if it does not. A numerical test can exhibit a failure, but it speaks only for the densities and the values of $l$ that were tried. For positive, continuously differentiable spherical densities with a nonzero gradient somewhere and $r^2n'^2$ integrable, the Keal–Tozer term obeys the law at no $l$ other than $1$.

```lean
import Mathlib

open MeasureTheory Set

namespace KealTozerScaling

noncomputable section
```

## The functional and the densities

A spherical density is a function $n(r)$ of the radius, with $|\nabla n|^2=n'(r)^2$. For a constant $d$ the radial integrand and the energy term are

$$k_d[n](r)=\frac{r^2\,n'(r)^2}{1+d\,n(r)^{4/3}},\qquad E_d[n]=\int_0^\infty k_d[n](r)\,dr .$$

The constant $d>0$ is a fitted parameter with the dimension of length to the fourth power. It fixes a density $d^{-3/4}$, well above which the integrand behaves as $r^2n'^2/(d\,n^{4/3})$ and well below which it behaves as $r^2n'^2$. A denominator written $\delta+n^{4/3}$ is the same form with $d=1/\delta$, up to an overall factor. In Lean, $n'$ is `deriv n` and $k_d[n](r)$ is `ktDensity d n r`.

```lean
/-- Radial integrand `r² n'² / (1 + d n^(4/3))` of the Keal-Tozer gradient term. -/
def ktDensity (d : ℝ) (n : ℝ → ℝ) (r : ℝ) : ℝ :=
  r ^ 2 * deriv n r ^ 2 / (1 + d * n r ^ (4 / 3 : ℝ))
```

`ktEnergy d n` is $E_d[n]$, a Lebesgue integral over `Ioi 0`, the set $r>0$. The solid angle $4\pi$, the fitted coefficient in front of the term and the sum over spin channels are left out; a negative coefficient would reverse the inequalities below.

```lean
/-- The Keal-Tozer gradient term of a spherical density, as a radial integral over `r > 0`, without
the solid angle, the fitted coefficient and the sum over spin channels. -/
def ktEnergy (d : ℝ) (n : ℝ → ℝ) : ℝ := ∫ r in Ioi (0 : ℝ), ktDensity d n r
```

`scale l n` is $n_l(r)=l^3n(lr)$, which compresses the density for $l>1$ and preserves the electron number when that is finite.

```lean
/-- Uniform coordinate scaling of a density, `n_l(r) = l³ n(l r)`. -/
def scale (l : ℝ) (n : ℝ → ℝ) (r : ℝ) : ℝ := l ^ 3 * n (l * r)
```

`Admissible n` collects four conditions. The density is positive and $C^1$ on $r>0$; nothing is required at $r=0$, so a nuclear cusp is allowed, while a density of compact support is not. The gradient is nonzero at some radius, which excludes $n'\equiv0$, where $E_d=0$ and scaling holds trivially. Finally $r^2n'^2$ is integrable. Normalisation of $n$ is not assumed.

```lean
/-- A spherical density that is positive and `C¹` on `r > 0`, has a nonzero gradient somewhere,
and has `r² n'²` integrable. -/
structure Admissible (n : ℝ → ℝ) : Prop where
  pos : ∀ r, 0 < r → 0 < n r
  smooth : ContDiffOn ℝ 1 n (Ioi 0)
  grad_ne : ∃ r, 0 < r ∧ deriv n r ≠ 0
  integrable : IntegrableOn (fun r => r ^ 2 * deriv n r ^ 2) (Ioi 0)
```

The density $e^{-r}$ serves later as a concrete case.

```lean
/-- The exponential density `exp(-r)`. -/
def expDensity (r : ℝ) : ℝ := Real.exp (-r)
```

## The scaled integrand

The chain rule gives

$$n_l'(r)=l^3\cdot n'(lr)\cdot l=l^4\,n'(lr).$$

In the proof `h1` differentiates $x\mapsto lx$, `h2` composes it with $n$, and `h3` multiplies by $l^3$.

```lean
/-- The gradient of the scaled density is `n_l'(r) = l⁴ n'(l r)`. -/
theorem scale_hasDerivAt {n : ℝ → ℝ} {n' l r : ℝ} (hn : HasDerivAt n n' (l * r)) :
    HasDerivAt (scale l n) (l ^ 4 * n') r := by
  have h1 : HasDerivAt (fun x => l * x) l r := by simpa using (hasDerivAt_id r).const_mul l
  have h2 : HasDerivAt (fun x => n (l * x)) (n' * l) r := HasDerivAt.comp r hn h1
  have h3 : HasDerivAt (fun x => l ^ 3 * n (l * x)) (l ^ 4 * n') r :=
    (h2.const_mul (l ^ 3)).congr_deriv (by ring)
  exact h3
```

For $l>0$ and $r>0$, $(l^3n)^{4/3}=l^4n^{4/3}$, so

$$k_d[n_l](r)=\frac{r^2\,l^8\,n'(lr)^2}{1+d\,l^4\,n(lr)^{4/3}}=l^6\,\frac{(lr)^2\,n'(lr)^2}{1+d\,l^4\,n(lr)^{4/3}}=l^6\,k_{dl^4}[n](lr).$$

Scaling the density thus changes the damping constant from $d$ to $dl^4$. Here `h2` is $(l^3)^{4/3}=l^4$, `h3` splits the power of the product, and `ring` collects the powers of $l$.

```lean
/-- The integrand of the scaled density at `r` is `l⁶` times the integrand of the original
density at `l r` with damping constant `d l⁴`. -/
theorem ktDensity_scale {n : ℝ → ℝ} (h : Admissible n) (d : ℝ) {l r : ℝ} (hl : 0 < l)
    (hr : 0 < r) : ktDensity d (scale l n) r = l ^ 6 * ktDensity (d * l ^ 4) n (l * r) := by
  have hlr : 0 < l * r := mul_pos hl hr
  have hdiff : DifferentiableAt ℝ n (l * r) :=
    (h.smooth.contDiffAt (Ioi_mem_nhds hlr)).differentiableAt (by norm_num)
  have h1 := (scale_hasDerivAt hdiff.hasDerivAt).deriv
  -- `(l³)^(4/3) = l⁴`
  have h2 : (l ^ 3) ^ (4 / 3 : ℝ) = l ^ 4 := by
    rw [← Real.rpow_natCast l 3, ← Real.rpow_mul hl.le, ← Real.rpow_natCast l 4]
    congr 1
    norm_num
  have h3 : scale l n r ^ (4 / 3 : ℝ) = l ^ 4 * n (l * r) ^ (4 / 3 : ℝ) := by
    unfold scale
    rw [Real.mul_rpow (by positivity) (h.pos _ hlr).le, h2]
  unfold ktDensity
  rw [h1, h3]
  ring
```

## The scaled energy

For $d\ge0$ the denominator is at least $1$ (`hden`), so $0\le k_d[n]\le r^2n'^2$. The integrand is a quotient of continuous functions with nonvanishing denominator (`c1` to `c4`), hence continuous, and `Integrable.mono'` makes it integrable by comparison with $r^2n'^2$. This matters because Lean assigns the value $0$ to the integral of a non-integrable function.

```lean
/-- For `d ≥ 0` the integrand is continuous and integrable on `r > 0`. -/
theorem ktDensity_regular {n : ℝ → ℝ} (h : Admissible n) {d : ℝ} (hd : 0 ≤ d) :
    ContinuousOn (ktDensity d n) (Ioi 0) ∧ IntegrableOn (ktDensity d n) (Ioi 0) := by
  have hden : ∀ r ∈ Ioi (0 : ℝ), 1 ≤ 1 + d * n r ^ (4 / 3 : ℝ) := fun r hr => by
    have := mul_nonneg hd (Real.rpow_nonneg (h.pos r hr).le (4 / 3))
    linarith
  have c1 : ContinuousOn (deriv n) (Ioi 0) :=
    h.smooth.continuousOn_deriv_of_isOpen isOpen_Ioi le_rfl
  have c2 : ContinuousOn (fun r => n r ^ (4 / 3 : ℝ)) (Ioi 0) :=
    h.smooth.continuousOn.rpow_const fun r _ => Or.inr (by norm_num)
  have c3 : ContinuousOn (fun r : ℝ => r ^ 2 * deriv n r ^ 2) (Ioi 0) :=
    (continuousOn_id.pow 2).mul (c1.pow 2)
  have c4 : ContinuousOn (fun r => 1 + d * n r ^ (4 / 3 : ℝ)) (Ioi 0) :=
    continuousOn_const.add (continuousOn_const.mul c2)
  have c : ContinuousOn (ktDensity d n) (Ioi 0) :=
    c3.div c4 fun r hr => (lt_of_lt_of_le one_pos (hden r hr)).ne'
  -- domination by the undamped integrand `r² n'²`
  refine ⟨c, Integrable.mono' h.integrable (c.aestronglyMeasurable measurableSet_Ioi) ?_⟩
  refine (ae_restrict_iff' measurableSet_Ioi).2 (Filter.Eventually.of_forall fun r hr => ?_)
  have hw : 0 ≤ r ^ 2 * deriv n r ^ 2 := by positivity
  unfold ktDensity
  rw [Real.norm_of_nonneg (div_nonneg hw (zero_le_one.trans (hden r hr)))]
  exact div_le_self hw (hden r hr)
```

The substitution $s=lr$, $dr=ds/l$, maps $r>0$ onto $s>0$:

$$E_d[n_l]=l^6\int_0^\infty k_{dl^4}[n](lr)\,dr=l^5\int_0^\infty k_{dl^4}[n](s)\,ds=l^5\,E_{dl^4}[n].$$

The theorem states this for $d\ge0$, $l>0$, together with the integrability of $k_d[n_l]$. The substitution is `integral_comp_mul_left_Ioi`.

```lean
/-- The integrand of the scaled density is integrable, and `E_d[n_l] = l⁵ E_{d l⁴}[n]`. -/
theorem ktEnergy_scale {n : ℝ → ℝ} (h : Admissible n) {d l : ℝ} (hd : 0 ≤ d) (hl : 0 < l) :
    IntegrableOn (ktDensity d (scale l n)) (Ioi 0) ∧
      ktEnergy d (scale l n) = l ^ 5 * ktEnergy (d * l ^ 4) n := by
  have e : EqOn (ktDensity d (scale l n))
      (fun r => l ^ 6 * ktDensity (d * l ^ 4) n (l * r)) (Ioi 0) :=
    fun r hr => ktDensity_scale h d hl hr
  constructor
  · have i1 : IntegrableOn (fun r => ktDensity (d * l ^ 4) n (l * r)) (Ioi 0) := by
      rw [integrableOn_Ioi_comp_mul_left_iff (ktDensity (d * l ^ 4) n) 0 hl, mul_zero]
      exact (ktDensity_regular h (by positivity)).2
    exact IntegrableOn.congr_fun (i1.const_mul (l ^ 6)) e.symm measurableSet_Ioi
  · unfold ktEnergy
    -- substitution `r → l r`
    rw [setIntegral_congr_fun measurableSet_Ioi e, integral_const_mul,
      integral_comp_mul_left_Ioi (ktDensity (d * l ^ 4) n) 0 hl, mul_zero, smul_eq_mul]
    field_simp
```

Dividing by $l$ and moving $l^4$ under the integral,

$$\frac{E_d[n_l]}{l}=\int_0^\infty\frac{r^2\,l^4\,n'^2}{1+d\,l^4\,n^{4/3}}\,dr .$$

Exchange scaling would require the right side to be independent of $l$.

```lean
/-- The scaled energy per scale factor is `E[n_l]/l = ∫ r² l⁴ n'² / (1 + d l⁴ n^(4/3))`. -/
theorem ktEnergy_scale_div {n : ℝ → ℝ} (h : Admissible n) {d l : ℝ} (hd : 0 ≤ d) (hl : 0 < l) :
    ktEnergy d (scale l n) / l = ∫ r in Ioi (0 : ℝ),
      r ^ 2 * l ^ 4 * deriv n r ^ 2 / (1 + d * l ^ 4 * n r ^ (4 / 3 : ℝ)) := by
  have e : ktEnergy d (scale l n) / l = l ^ 4 * ktEnergy (d * l ^ 4) n := by
    rw [(ktEnergy_scale h hd hl).2]
    field_simp
  rw [e, ktEnergy, ← integral_const_mul]
  refine setIntegral_congr_fun measurableSet_Ioi fun r _ => ?_
  simp only [ktDensity]
  ring
```

## Strict order of radial integrals

Let $f$ and $g$ be continuous and integrable on $r>0$, with $f\le g$ there and $f(r_0)<g(r_0)$ at one radius $r_0>0$. The set where $g-f>0$ is open by continuity (`ho`) and contains $r_0$, so it has positive measure (`hp`). A non-negative integrable function that is positive on a set of positive measure has a positive integral, which gives $\int f<\int g$.

```lean
/-- Continuous integrable radial functions with `f ≤ g` on `r > 0` and `f < g` at one radius
have strictly ordered integrals. -/
theorem radial_integral_lt {f g : ℝ → ℝ} (cf : ContinuousOn f (Ioi 0))
    (cg : ContinuousOn g (Ioi 0)) (hf : IntegrableOn f (Ioi 0)) (hg : IntegrableOn g (Ioi 0))
    (hle : ∀ r, 0 < r → f r ≤ g r) {r₀ : ℝ} (hr₀ : 0 < r₀) (hlt : f r₀ < g r₀) :
    ∫ r in Ioi (0 : ℝ), f r < ∫ r in Ioi (0 : ℝ), g r := by
  have h0 : ∀ᵐ r ∂(volume.restrict (Ioi (0 : ℝ))), 0 ≤ g r - f r :=
    (ae_restrict_iff' measurableSet_Ioi).2
      (Filter.Eventually.of_forall fun r hr => sub_nonneg.2 (hle r hr))
  have hc : ContinuousOn (fun r => g r - f r) (Ioi 0) := cg.sub cf
  -- the difference is positive on a nonempty open set
  have ho := hc.isOpen_inter_preimage isOpen_Ioi (isOpen_Ioi (a := (0 : ℝ)))
  have hp := ho.measure_pos volume ⟨r₀, hr₀, sub_pos.2 hlt⟩
  rw [← sub_pos, ← integral_sub hg hf]
  refine (setIntegral_pos_iff_support_of_nonneg_ae (f := fun r => g r - f r) h0
    (hg.sub hf)).2 (lt_of_lt_of_le hp (measure_mono ?_))
  intro r hr
  exact ⟨ne_of_gt hr.2, hr.1⟩
```

## Monotonicity in the scale factor

Fix $r>0$ and put $m=n(r)^{4/3}>0$. For $0<a<b$,

$$b^4\,(1+d\,a^4m)-a^4\,(1+d\,b^4m)=b^4-a^4>0,$$

and dividing by the two positive denominators gives

$$\frac{a^4}{1+d\,a^4m}<\frac{b^4}{1+d\,b^4m}.$$

This is `key`, by cross-multiplication with `div_lt_div_iff₀`. Multiplying by the weight $r^2n'^2\ge0$, which `w` factors out, gives a weak inequality between the integrands at every radius and a strict one at the radius supplied by `grad_ne`. The comparison of integrals then yields $E_d[n_a]/a<E_d[n_b]/b$. `StrictMonoOn` over `Ioi 0` says exactly this for all $0<a<b$, given $d>0$ and an admissible $n$.

```lean
/-- For `d > 0`, `E[n_l]/l` is strictly increasing in the scale factor `l > 0`. -/
theorem ktEnergy_scale_div_strictMonoOn {n : ℝ → ℝ} (h : Admissible n) {d : ℝ} (hd : 0 < d) :
    StrictMonoOn (fun l => ktEnergy d (scale l n) / l) (Ioi 0) := by
  intro a ha b hb hab
  have ha' : 0 < a := ha
  have hb' : 0 < b := hb
  have e : ∀ l, 0 < l → ktEnergy d (scale l n) / l
      = ∫ r in Ioi (0 : ℝ), l ^ 4 * ktDensity (d * l ^ 4) n r := fun l hl => by
    rw [ktEnergy_scale_div h hd.le hl]
    refine setIntegral_congr_fun measurableSet_Ioi fun r _ => ?_
    simp only [ktDensity]
    ring
  have h4 : a ^ 4 < b ^ 4 := by gcongr
  -- `t / (1 + d t m)` increases with `t = l⁴`
  have key : ∀ r, 0 < r → a ^ 4 / (1 + d * a ^ 4 * n r ^ (4 / 3 : ℝ))
      < b ^ 4 / (1 + d * b ^ 4 * n r ^ (4 / 3 : ℝ)) := fun r hr => by
    have hm := Real.rpow_pos_of_pos (h.pos r hr) (4 / 3)
    rw [div_lt_div_iff₀ (by positivity) (by positivity)]
    nlinarith
  have w : ∀ l r, l ^ 4 * ktDensity (d * l ^ 4) n r
      = r ^ 2 * deriv n r ^ 2 * (l ^ 4 / (1 + d * l ^ 4 * n r ^ (4 / 3 : ℝ))) := fun l r => by
    simp only [ktDensity]
    ring
  obtain ⟨r₀, hr₀, hne⟩ := h.grad_ne
  have ra := ktDensity_regular h (d := d * a ^ 4) (by positivity)
  have rb := ktDensity_regular h (d := d * b ^ 4) (by positivity)
  show ktEnergy d (scale a n) / a < ktEnergy d (scale b n) / b
  rw [e a ha', e b hb']
  refine radial_integral_lt (f := fun r => a ^ 4 * ktDensity (d * a ^ 4) n r)
    (g := fun r => b ^ 4 * ktDensity (d * b ^ 4) n r)
    (continuousOn_const.mul ra.1) (continuousOn_const.mul rb.1)
    (ra.2.const_mul _) (rb.2.const_mul _) (fun r hr => ?_) hr₀ ?_
  · simp only [w]
    exact mul_le_mul_of_nonneg_left (key r hr).le (by positivity)
  · simp only [w]
    exact mul_lt_mul_of_pos_left (key r₀ hr₀) (by positivity)
```

The same argument limits the growth from above. Since $E_d[n_l]/l^5=E_{dl^4}[n]$ and $1+d\,a^4m<1+d\,b^4m$ for $d>0$, the integrand $r^2n'^2/(1+d\,l^4m)$ decreases with $l$, strictly where $n'\ne0$; the two `gcongr` calls verify this. Hence $E_d[n_l]/l^5$ is strictly decreasing on $l>0$. At $d=0$ it would be constant, by the identity $E_0[n_l]=l^5E_0[n]$.

```lean
/-- For `d > 0`, `E[n_l]/l⁵` is strictly decreasing in the scale factor `l > 0`. -/
theorem ktEnergy_scale_div_pow_strictAntiOn {n : ℝ → ℝ} (h : Admissible n) {d : ℝ}
    (hd : 0 < d) : StrictAntiOn (fun l => ktEnergy d (scale l n) / l ^ 5) (Ioi 0) := by
  intro a ha b hb hab
  have ha' : 0 < a := ha
  have hb' : 0 < b := hb
  have e : ∀ l, 0 < l → ktEnergy d (scale l n) / l ^ 5 = ktEnergy (d * l ^ 4) n :=
    fun l hl => by
      rw [(ktEnergy_scale h hd.le hl).2]
      field_simp
  obtain ⟨r₀, hr₀, hne⟩ := h.grad_ne
  have ra := ktDensity_regular h (d := d * a ^ 4) (by positivity)
  have rb := ktDensity_regular h (d := d * b ^ 4) (by positivity)
  show ktEnergy d (scale b n) / b ^ 5 < ktEnergy d (scale a n) / a ^ 5
  rw [e a ha', e b hb']
  refine radial_integral_lt rb.1 ra.1 rb.2 ra.2 (fun r hr => ?_) hr₀ ?_
  · have hm := Real.rpow_pos_of_pos (h.pos r hr) (4 / 3)
    unfold ktDensity
    gcongr
  · have hm := Real.rpow_pos_of_pos (h.pos r₀ hr₀) (4 / 3)
    unfold ktDensity
    gcongr
```

## Exchange scaling holds only at $l=1$

Because $n_1=n$ (`s1`), comparing $l$ with $1$ in the increasing function gives, for $d>0$, $l>0$ and admissible $n$,

$$l<1\Rightarrow E_d[n_l]<l\,E_d[n],\qquad l>1\Rightarrow E_d[n_l]>l\,E_d[n],$$

and $E_d[n_l]=l\,E_d[n]$ if and only if $l=1$. The two inequalities are `lo` and `hi`; the equivalence follows from the cases $l<1$, $l=1$, $l>1$. The statement holds for every admissible density, taken as that of one spin channel; it concerns the gradient term alone and says nothing about the local and correlation parts of the published functionals or about their accuracy.

```lean
/-- Exchange scaling `E[n_l] = l E[n]` holds only at `l = 1`: the scaled energy lies below
`l E[n]` for `l < 1` and above it for `l > 1`. -/
theorem exchange_scaling_fails {n : ℝ → ℝ} (h : Admissible n) {d l : ℝ} (hd : 0 < d)
    (hl : 0 < l) :
    (l < 1 → ktEnergy d (scale l n) < l * ktEnergy d n) ∧
      (1 < l → l * ktEnergy d n < ktEnergy d (scale l n)) ∧
      (ktEnergy d (scale l n) = l * ktEnergy d n ↔ l = 1) := by
  have s1 : scale 1 n = n := by
    funext r
    simp [scale]
  have m := ktEnergy_scale_div_strictMonoOn h hd
  have lo : l < 1 → ktEnergy d (scale l n) < l * ktEnergy d n := fun h1 => by
    have t : ktEnergy d (scale l n) / l < ktEnergy d (scale 1 n) / 1 :=
      m (mem_Ioi.2 hl) (mem_Ioi.2 one_pos) h1
    rw [s1, div_one, div_lt_iff₀ hl] at t
    linarith
  have hi : 1 < l → l * ktEnergy d n < ktEnergy d (scale l n) := fun h1 => by
    have t : ktEnergy d (scale 1 n) / 1 < ktEnergy d (scale l n) / l :=
      m (mem_Ioi.2 one_pos) (mem_Ioi.2 hl) h1
    rw [s1, div_one, lt_div_iff₀ hl] at t
    linarith
  refine ⟨lo, hi, fun he => ?_, fun he => by rw [he, s1, one_mul]⟩
  rcases lt_trichotomy l 1 with c | c | c
  · exact absurd he (lo c).ne
  · exact c
  · exact absurd he (hi c).ne'
```

## The exponential density

For $n=e^{-r}$ one has $n>0$, $n'=-e^{-r}\neq0$ (taken at $r=1$), and $r^2n'^2=r^2e^{-2r}\le r^2e^{-r}$. The bound is the integrand of $\Gamma(3)$, integrable by `Real.GammaIntegral_convergent`, so $e^{-r}$ is admissible. It is not normalised to one electron: $4\pi\int_0^\infty r^2e^{-r}\,dr=8\pi$.

```lean
/-- The exponential density `exp(-r)` is admissible. -/
theorem admissible_witness : Admissible expDensity := by
  have hd : ∀ r, deriv expDensity r = -Real.exp (-r) := fun r => by
    have t : HasDerivAt (fun x => Real.exp (-x)) (-Real.exp (-r)) r :=
      ((hasDerivAt_neg r).exp).congr_deriv (by ring)
    exact t.deriv
  refine ⟨fun r _ => Real.exp_pos _, (Real.contDiff_exp.comp contDiff_neg).contDiffOn,
    ⟨1, one_pos, ?_⟩, ?_⟩
  · rw [hd]
    exact neg_ne_zero.2 (Real.exp_pos _).ne'
  · simp only [hd]
    have c : Continuous fun r : ℝ => r ^ 2 * (-Real.exp (-r)) ^ 2 := by fun_prop
    refine Integrable.mono' (Real.GammaIntegral_convergent (s := 3) (by norm_num))
      c.aestronglyMeasurable ?_
    refine (ae_restrict_iff' measurableSet_Ioi).2 (Filter.Eventually.of_forall fun r hr => ?_)
    have hr' : 0 < r := hr
    have p : r ^ ((3 : ℝ) - 1) = r ^ 2 := by norm_num
    have he : Real.exp (-r) ≤ 1 := Real.exp_le_one_iff.2 (by linarith)
    rw [Real.norm_of_nonneg (by positivity), p]
    nlinarith [mul_nonneg (mul_nonneg (sq_nonneg r) (Real.exp_pos (-r)).le) (sub_nonneg.2 he)]

end

end KealTozerScaling
```

```lean
#print axioms KealTozerScaling.ktEnergy_scale_div_pow_strictAntiOn
#print axioms KealTozerScaling.exchange_scaling_fails
```

```
'KealTozerScaling.ktEnergy_scale_div_pow_strictAntiOn' depends on axioms: [propext, Classical.choice, Quot.sound]
'KealTozerScaling.exchange_scaling_fails' depends on axioms: [propext, Classical.choice, Quot.sound]
```

Take this density with $d=1$ and $l=2$; the lower bound that follows is ordinary arithmetic, sharper than the theorems above and not machine-checked. Now $m=e^{-4r/3}<1$ for $r>0$, and the damping factors to compare are $16/(1+16m)$ for $l=2$ and $1/(1+m)$ for $l=1$. Since

$$17\cdot16\,(1+m)-32\,(1+16m)=240\,(1-m)>0,$$

the first exceeds $\tfrac{32}{17}$ times the second at every radius. Integrating against $r^2e^{-2r}$ gives $E_1[n_2]/2>\tfrac{32}{17}E_1[n]$, and the decrease of $E_d[n_l]/l^5$ supplies the upper bound:

$$3.76\,E_1[n]<\tfrac{64}{17}\,E_1[n]<E_1[n_2]<32\,E_1[n].$$

Exchange scaling would have required $E_1[n_2]=2\,E_1[n]$.

In density-functional practice, for a spherical density of the admissible class, a check of a code or a fit that assumes linear scaling of the exchange energy does not apply to this gradient term; the identity it satisfies is $E_d[n_l]=l^5E_{dl^4}[n]$.
